# Replacing the overlaps in a four-orbital ring s, s, s, −s by their absolute values gives a positive definite matrix exactly when 2|s| < 1

The matrix has the pattern of overlaps of four normalised real orbitals on a ring: ones on the diagonal, three neighbour overlaps `s`, a closing overlap `-s`, and zero overlap between opposite orbitals. The theorem `abs_frustrated_posDef_iff` says that, for any real `s`, replacing every entry by its absolute value gives a positive definite matrix if and only if 2|s| < 1. To show that the condition is necessary, the proof evaluates the quadratic form at the alternating vector (1, −1, 1, −1), where it equals 4 − 8|s|. For the converse, it writes the form as (1 − 2|s|) times the sum of the squared coefficients, plus |s| times a sum of squares.

The failing Lean file:

```lean
import Mathlib

open Matrix

namespace AbsoluteOverlap

/-- Matrix with the pattern of overlaps of four normalised orbitals on a ring, for any real numbers
`s` and `t`: three neighbour overlaps `s`, a closing overlap `t`, and zero overlap across the ring.
-/
def ringOverlap (s t : ℝ) : Matrix (Fin 4) (Fin 4) ℝ :=
  !![1, s, 0, t; s, 1, s, 0; 0, s, 1, s; t, 0, s, 1]

/-- The matrix in which every entry is replaced by its absolute value. -/
def absEntries {n : Type*} (S : Matrix n n ℝ) : Matrix n n ℝ :=
  S.map (fun x => |x|)

/-- A real symmetric matrix `S` is positive definite exactly when `x ⬝ᵥ S *ᵥ x` is positive for
every nonzero real vector `x`. -/
theorem posDef_iff_form {n : Type*} [Fintype n] (S : Matrix n n ℝ) (hS : Sᵀ = S) :
    S.PosDef ↔ ∀ x : n → ℝ, x ≠ 0 → 0 < x ⬝ᵥ S *ᵥ x := by
  rw [Matrix.posDef_iff_dotProduct_mulVec]
  constructor
  · intro h x hx
    have h2 : 0 < star x ⬝ᵥ S *ᵥ x := by
      apply h.2
      exact hx
    simpa only [star_trivial] using h2
  · intro h
    refine ⟨?_, ?_⟩
    · rw [Matrix.IsHermitian, Matrix.conjTranspose_eq_transpose_of_trivial]
      exact hS
    · intro x hx
      simpa only [star_trivial] using h x hx

private lemma sum_sq_pos {n : Type*} [Fintype n] (x : n → ℝ) (hx : x ≠ 0) :
    0 < ∑ i, x i ^ 2 := by
  obtain ⟨i, hi⟩ := Function.ne_iff.mp hx
  have hi' : x i ≠ 0 := hi
  exact Finset.sum_pos' (fun j _ => sq_nonneg (x j)) ⟨i, Finset.mem_univ i, by positivity⟩

private lemma ring_symm (s t : ℝ) : (ringOverlap s t)ᵀ = ringOverlap s t := by
  ext i j
  fin_cases i <;> fin_cases j <;> rfl

private lemma ring_form (s t : ℝ) (x : Fin 4 → ℝ) :
    x ⬝ᵥ ringOverlap s t *ᵥ x = x 0 ^ 2 + x 1 ^ 2 + x 2 ^ 2 + x 3 ^ 2
      + 2 * s * (x 0 * x 1 + x 1 * x 2 + x 2 * x 3) + 2 * t * (x 0 * x 3) := by
  simp [ringOverlap, dotProduct, Matrix.mulVec, Fin.sum_univ_four]
  ring

private lemma abs_ring (s : ℝ) : absEntries (ringOverlap s (-s)) = ringOverlap |s| |s| := by
  ext i j
  fin_cases i <;> fin_cases j <;> simp [absEntries, ringOverlap]

/-- After taking absolute values of all entries, the same ring is positive definite
exactly when `2 |s| < 1`. -/
theorem abs_frustrated_posDef_iff (s : ℝ) :
    (absEntries (ringOverlap s (-s))).PosDef ↔ 2 * |s| < 1 := by
  rw [abs_ring, posDef_iff_form _ (ring_symm _ _)]
  constructor
  · intro h
    have h1 := h ![1, -1, 1, -1] (fun h0 => by
      have h2 := congrFun h0 0
      simp at h2)
    rw [ring_form] at h1
    norm_num [Matrix.cons_val] at h1
    linarith
  · intro hs x hx
    have hN := sum_sq_pos x hx
    rw [Fin.sum_univ_four] at hN
    rw [ring_form]
    have hs' : 0 < 1 - 2 * |s| := by linarith
    have ha := abs_nonneg s
    -- the form is (1 - 2|s|) times the sum of squares, plus nonnegative squares
    linarith [mul_pos hs' hN, mul_nonneg ha (sq_nonneg (x 0 + x 1 + x 2 + x 3)),
      mul_nonneg ha (sq_nonneg (x 0 - x 2)), mul_nonneg ha (sq_nonneg (x 1 - x 3))]

end AbsoluteOverlap
```

Compiling this gives:

```
Main.lean:67:4: error: linarith failed to find a contradiction
case mp
s : ℝ
h : ∀ (x : Fin 4 → ℝ), x ≠ 0 → 0 < x ⬝ᵥ ringOverlap |s| |s| *ᵥ x
h1 :
  0 <
    2 + ![1, -1, 1, -1] 2 ^ 2 + ![1, -1, 1, -1] 3 ^ 2 +
        2 * |s| * (-1 + -![1, -1, 1, -1] 2 + ![1, -1, 1, -1] 2 * ![1, -1, 1, -1] 3) +
      2 * |s| * ![1, -1, 1, -1] 3
a✝ : 1 ≤ 2 * |s|
⊢ False
failed
```

Cause. The error is in the forward direction. `linarith` has to refute `1 ≤ 2 * |s|` using `h1`, which should say that 4 − 8|s| is positive. But the message shows that `norm_num [Matrix.cons_val]` evaluated the test vector only at indices 0 and 1, leaving `![1, -1, 1, -1] 2` and `![1, -1, 1, -1] 3` in place. `linarith` does not work out these entries; to it they are unknown numbers, some of them multiplied by `|s|` or by each other, so the linear bound on `|s|` is out of its reach.

The repair drops the `norm_num` call and states the inequality as `h2`, with all four entries written as `1` or `-1`. Lean accepts `h1` as its proof because looking up an entry of the explicit vector gives that number by definition, so the two statements agree by computation. Only numbers and multiples of `|s|` remain, and `linarith` can simplify `h2` to 0 < 4 − 8|s|, which contradicts `1 ≤ 2 * |s|`.

After these edits no error is left:

```diff
@@ -64,5 +64,6 @@
       simp at h2)
     rw [ring_form] at h1
-    norm_num [Matrix.cons_val] at h1
+    have h2 : 0 < (1 : ℝ) ^ 2 + (-1) ^ 2 + 1 ^ 2 + (-1) ^ 2
+        + 2 * |s| * (1 * (-1) + (-1) * 1 + 1 * (-1)) + 2 * |s| * (1 * (-1)) := h1
     linarith
   · intro hs x hx
```
